# Normalised-square mixing coefficients make every simplex vertex stationary for a differentiable energy

Let $f$ be a real function of $n$ mixing coefficients, and let the coefficients be built from a nonzero real vector $t$ by

$$c_i(t)=\frac{t_i^2}{\sum_j t_j^2}.$$

If $f$ is differentiable at $c(t)$, then $f(c(t))$ is stationary with respect to $t$ exactly when, for each $i$,

$$t_i=0\quad\text{or}\quad \partial_i f=\sum_j c_j\,\partial_j f ,$$

with the partial derivatives taken at $c(t)$. Every vertex of the simplex satisfies this condition, whether or not it is a minimum.

In EDIIS and ADIIS, $c_i$ is the weight of the $i$-th stored iterate and $f$ is the model energy, a quadratic polynomial in $c$. For a finite set of iterates and a differentiable model energy, a gradient-based minimiser in $t$ that starts with all the weight on one iterate therefore sees a zero gradient, even if another mixture has lower energy.

## Coefficients from unconstrained parameters

The stored iterates are labelled by a finite type `ι`, so a vector in $\mathbb R^n$ is a function `ι → ℝ`.

```lean
import Mathlib

namespace DIISSquareParametrization

noncomputable section

variable {ι : Type*} [Fintype ι]
```

The map $t\mapsto c(t)$ is `mixCoeff`.

```lean
/-- Mixing coefficients `c_i = t_i² / ∑_j t_j²` built from unconstrained parameters `t`. -/
def mixCoeff (t : ι → ℝ) : ι → ℝ := fun i => t i ^ 2 / ∑ j, t j ^ 2
```

A nonzero $t$ has some entry $t_i\neq0$. Its square is positive and the other squares are nonnegative, so $S=\sum_j t_j^2>0$ and the quotient is well defined.

```lean
/-- The sum of squares of a nonzero parameter vector is positive. -/
theorem sum_sq_pos {t : ι → ℝ} (ht : t ≠ 0) : 0 < ∑ j, t j ^ 2 := by
  obtain ⟨i, hi⟩ := Function.ne_iff.mp ht
  have hi' : t i ≠ 0 := hi
  exact Finset.sum_pos' (fun j _ => sq_nonneg _) ⟨i, Finset.mem_univ i, by positivity⟩
```

The parametrisation reaches the whole simplex and nothing else. For $t\ne0$, each $c_i$ is nonnegative and $\sum_i c_i=S/S=1$. Conversely, given weights $c_i\ge0$ with sum one, take $t_i=\sqrt{c_i}$. Then $\sum_j t_j^2=1$, so $t\neq 0$ and $c_i(t)=c_i$. The two halves of the proof are these two inclusions.

```lean
/-- The coefficients reached from nonzero parameters are exactly the points of the simplex:
nonnegative weights with sum one. -/
theorem mixCoeff_image : mixCoeff '' {t : ι → ℝ | t ≠ 0} = stdSimplex ℝ ι := by
  ext c
  constructor
  · rintro ⟨t, ht, rfl⟩
    refine ⟨fun i => div_nonneg (sq_nonneg _) (sum_sq_pos ht).le, ?_⟩
    simp only [mixCoeff]
    rw [← Finset.sum_div, div_self (sum_sq_pos ht).ne']
  · rintro ⟨h0, h1⟩
    -- the square roots of the weights serve as parameters
    have hs : ∑ j, Real.sqrt (c j) ^ 2 = 1 :=
      (Finset.sum_congr rfl fun j _ => Real.sq_sqrt (h0 j)).trans h1
    have hne : (fun j => Real.sqrt (c j)) ≠ (0 : ι → ℝ) := by
      intro h
      have h' : ∀ j, Real.sqrt (c j) = 0 := fun j => congrFun h j
      simp [h'] at hs
    refine ⟨_, hne, ?_⟩
    funext i
    change Real.sqrt (c i) ^ 2 / ∑ j, Real.sqrt (c j) ^ 2 = c i
    rw [hs, Real.sq_sqrt (h0 i), div_one]
```

## The slope along a line in parameter space

Write $g_i=\partial_i f(c(t))$. In Lean this is `partialDeriv f (mixCoeff t) i`, the derivative of $f$ applied to the $i$-th unit vector `Pi.single i 1`. It is an ordinary partial derivative in $\mathbb R^n$, with the other coefficients held fixed and the sum of the coefficients free to change. Accordingly, $f$ is defined on all of coefficient space and must be differentiable there at $c(t)$, not merely along the simplex.

```lean
variable [DecidableEq ι]

/-- The `i`-th partial derivative of the model energy `f` at `x` if `f` is differentiable there;
otherwise the value is zero. -/
def partialDeriv (f : (ι → ℝ) → ℝ) (x : ι → ℝ) (i : ι) : ℝ :=
  fderiv ℝ f x (Pi.single i 1)
```

The mean slope is $m=\sum_j c_j g_j$.

```lean
/-- The sum of the values `partialDeriv f x j`, weighted by the coefficients `x j`. -/
def meanSlope (f : (ι → ℝ) → ℝ) (x : ι → ℝ) : ℝ := ∑ j, x j * partialDeriv f x j
```

Since the derivative is linear and $v=\sum_i v_i e_i$, where $e_i$ is the $i$-th unit vector, the derivative of $f$ in direction $v$ is $\sum_i v_i\,\partial_i f$.

```lean
/-- Where `f` is differentiable, its derivative in direction `v` is the sum of `v_i` times the
`i`-th partial derivative. -/
theorem fderiv_eq_sum (f : (ι → ℝ) → ℝ) (x v : ι → ℝ) :
    fderiv ℝ f x v = ∑ i, v i * partialDeriv f x i := by
  have hv : v = ∑ i, v i • (Pi.single i (1 : ℝ) : ι → ℝ) := by
    ext j
    simp [Finset.sum_apply, Pi.single_apply]
  conv_lhs => rw [hv]
  simp only [map_sum, map_smul, smul_eq_mul, partialDeriv]
```

Now move the parameters along $t+sv$. At $s=0$, the derivative of $(t_i+sv_i)^2$ is $2t_iv_i$, and that of the denominator is $2\sum_j t_jv_j$. The quotient rule gives

$$\frac{dc_i}{ds}=\frac{2t_iv_i}{S}-\frac{t_i^2}{S^2}\,2\sum_j t_jv_j=\frac{2}{S}\Big(t_iv_i-c_i\sum_j t_jv_j\Big).$$

By the chain rule,

$$\frac{d}{ds}f(c(t+sv))\Big|_{s=0}=\sum_i g_i\frac{dc_i}{ds}=\frac2S\Big(\sum_i t_iv_ig_i-m\sum_j t_jv_j\Big)=\frac2S\sum_i t_iv_i\,(g_i-m).$$

In the proof, `hx` and `hS` differentiate the numerator and denominator, `hc` is the quotient rule, and `comp_hasDerivAt` is the chain rule. The identities `key` and `key2` collect the sums.

```lean
/-- Slope of the model energy when the parameters move from `t` in direction `v`. -/
theorem hasDerivAt_energy_line {f : (ι → ℝ) → ℝ} {t : ι → ℝ} (ht : t ≠ 0)
    (hf : DifferentiableAt ℝ f (mixCoeff t)) (v : ι → ℝ) :
    HasDerivAt (fun s : ℝ => f (mixCoeff (t + s • v)))
      (2 / (∑ j, t j ^ 2) * ∑ i, t i * v i *
        (partialDeriv f (mixCoeff t) i - meanSlope f (mixCoeff t))) 0 := by
  have hne := (sum_sq_pos ht).ne'
  have hx : ∀ j, HasDerivAt (fun s : ℝ => (t j + s * v j) ^ 2) (2 * (t j * v j)) 0 := by
    intro j
    have h := (((hasDerivAt_id' (0 : ℝ)).mul_const (v j)).const_add (t j)).fun_pow 2
    refine h.congr_deriv ?_
    norm_num
    ring
  have hS : HasDerivAt (fun s : ℝ => ∑ j, (t j + s * v j) ^ 2) (∑ j, 2 * (t j * v j)) 0 :=
    HasDerivAt.fun_sum fun j _ => hx j
  -- quotient rule for the coefficients
  have hc : HasDerivAt (fun s : ℝ => mixCoeff (t + s • v))
      (fun i => 2 * (t i * v i - mixCoeff t i * ∑ j, t j * v j) / ∑ j, t j ^ 2) 0 := by
    rw [hasDerivAt_pi]
    intro i
    have hq := (hx i).fun_div hS (by simpa only [zero_mul, add_zero] using hne)
    refine hq.congr_deriv ?_
    simp only [zero_mul, add_zero, ← Finset.mul_sum, mixCoeff]
    field_simp
  have hf' : HasFDerivAt f (fderiv ℝ f (mixCoeff t)) (mixCoeff (t + (0 : ℝ) • v)) := by
    rw [zero_smul, add_zero]
    exact hf.hasFDerivAt
  -- chain rule, then collect the terms
  refine (hf'.comp_hasDerivAt (0 : ℝ) hc).congr_deriv ?_
  rw [fderiv_eq_sum]
  have key : ∀ B S : ℝ, ∑ i, 2 * (t i * v i - mixCoeff t i * B) / S *
      partialDeriv f (mixCoeff t) i = 2 / S * (∑ i, t i * v i * partialDeriv f (mixCoeff t) i
        - B * ∑ i, mixCoeff t i * partialDeriv f (mixCoeff t) i) := by
    intro B S
    rw [Finset.mul_sum, ← Finset.sum_sub_distrib, Finset.mul_sum]
    exact Finset.sum_congr rfl fun i _ => by ring
  have key2 : ∀ m : ℝ, ∑ i, t i * v i * (partialDeriv f (mixCoeff t) i - m) =
      ∑ i, t i * v i * partialDeriv f (mixCoeff t) i - (∑ i, t i * v i) * m := by
    intro m
    rw [Finset.sum_mul, ← Finset.sum_sub_distrib]
    exact Finset.sum_congr rfl fun i _ => by ring
  rw [key2]
  exact key _ _
```

## The stationarity condition

Stationarity is expressed by `HasFDerivAt (fun s => f (mixCoeff s)) 0 t`: the composite is differentiable at $t$, and its derivative is the zero linear map.

Suppose first that $t$ is stationary. The slope then vanishes in every direction. Choosing $v=e_i$ leaves a single term,

$$\frac2S\,t_i\,(g_i-m)=0,$$

and since $2/S>0$, either $t_i=0$ or $g_i=m$.

Conversely, suppose that one of these alternatives holds for each $i$. Every term $t_iv_i(g_i-m)$ is then zero, so the slope vanishes along every line. Vanishing slopes along lines do not by themselves give differentiability. That comes from $c$, which is a quotient of polynomials with nonzero denominator at $t$, composed with $f$, which is differentiable at $c(t)$. The derivative of the composite therefore exists, and it is zero because it vanishes on every $v$.

The auxiliary statement `hslope` serves both directions: any derivative `L` of the composite at $t$ must agree with the slope formula, because a derivative along a line is unique.

```lean
/-- The model energy is stationary in the parameters exactly when, for each iterate, the
parameter vanishes or the partial derivative equals the weighted mean slope. -/
theorem stationary_iff {f : (ι → ℝ) → ℝ} {t : ι → ℝ} (ht : t ≠ 0)
    (hf : DifferentiableAt ℝ f (mixCoeff t)) :
    HasFDerivAt (fun s => f (mixCoeff s)) (0 : (ι → ℝ) →L[ℝ] ℝ) t ↔
      ∀ i, t i = 0 ∨ partialDeriv f (mixCoeff t) i = meanSlope f (mixCoeff t) := by
  have hpos := sum_sq_pos ht
  -- any derivative of the composite is given by the slope formula
  have hslope : ∀ L : (ι → ℝ) →L[ℝ] ℝ, HasFDerivAt (fun s => f (mixCoeff s)) L t →
      ∀ v, L v = 2 / (∑ j, t j ^ 2) * ∑ i, t i * v i *
        (partialDeriv f (mixCoeff t) i - meanSlope f (mixCoeff t)) := by
    intro L hL v
    have hL' : HasFDerivAt (fun s => f (mixCoeff s)) L (t + (0 : ℝ) • v) := by
      rw [zero_smul, add_zero]
      exact hL
    have hl : HasDerivAt (fun s : ℝ => t + s • v) v 0 :=
      (((hasDerivAt_id' (0 : ℝ)).smul_const v).const_add t).congr_deriv (one_smul ℝ v)
    have hcomp := hL'.comp_hasDerivAt (0 : ℝ) hl
    exact hcomp.unique (hasDerivAt_energy_line ht hf v)
  constructor
  · intro h i
    have h1 := hslope 0 h (Pi.single i 1)
    -- a coordinate direction singles out one term
    have hs : ∀ m : ℝ, ∑ j, t j * (Pi.single i (1 : ℝ) : ι → ℝ) j *
        (partialDeriv f (mixCoeff t) j - m) = t i * (partialDeriv f (mixCoeff t) i - m) := by
      intro m
      rw [Finset.sum_eq_single i]
      · simp
      · intro j _ hj
        simp [Pi.single_eq_of_ne hj]
      · simp
    rw [hs] at h1
    rcases mul_eq_zero.mp h1.symm with h2 | h2
    · exact absurd h2 (div_pos two_pos hpos).ne'
    · exact (mul_eq_zero.mp h2).imp id sub_eq_zero.mp
  · intro h
    have hc : DifferentiableAt ℝ (mixCoeff : (ι → ℝ) → ι → ℝ) t := by
      refine differentiableAt_pi.2 fun i => ?_
      change DifferentiableAt ℝ (fun s : ι → ℝ => s i ^ 2 / ∑ j, s j ^ 2) t
      have h1 : DifferentiableAt ℝ (fun s : ι → ℝ => s i ^ 2) t := by fun_prop
      have h2 : DifferentiableAt ℝ (fun s : ι → ℝ => ∑ j, s j ^ 2) t := by fun_prop
      have h3 : DifferentiableAt ℝ (fun s : ι → ℝ => (∑ j, s j ^ 2)⁻¹) t := h2.inv hpos.ne'
      simp only [div_eq_mul_inv]
      exact h1.mul h3
    have hd : DifferentiableAt ℝ (fun s => f (mixCoeff s)) t := DifferentiableAt.comp t hf hc
    have hz : fderiv ℝ (fun s => f (mixCoeff s)) t = 0 := by
      refine ContinuousLinearMap.ext fun v => (hslope _ hd.hasFDerivAt v).trans ?_
      have hs : ∑ i, t i * v i *
          (partialDeriv f (mixCoeff t) i - meanSlope f (mixCoeff t)) = 0 :=
        Finset.sum_eq_zero fun i _ => by rcases h i with h | h <;> simp [h]
      simp only [hs, mul_zero, zero_apply]
    have hfd := hd.hasFDerivAt
    rw [hz] at hfd
    exact hfd
```

For an iterate with $t_i=0$ the condition leaves $g_i$ unrestricted. A missing iterate may have a partial derivative far below the mean slope without disturbing stationarity.

## Vertices

If only the $k$-th parameter is nonzero, with value $a$, then $S=a^2$. Hence $c_k=a^2/a^2=1$ and all other coefficients vanish, so $c(t)$ is the vertex $e_k$.

```lean
/-- A parameter vector with a single nonzero entry `k` gives the simplex vertex `k`. -/
theorem mixCoeff_single (k : ι) {a : ℝ} (ha : a ≠ 0) :
    mixCoeff (Pi.single k a) = Pi.single k 1 := by
  have hs : ∑ j, (Pi.single k a : ι → ℝ) j ^ 2 = a ^ 2 := by
    rw [Finset.sum_eq_single k (fun j _ hj => by simp [Pi.single_eq_of_ne hj])
      (fun hk => absurd (Finset.mem_univ k) hk), Pi.single_eq_same]
  ext i
  simp only [mixCoeff]
  rw [hs]
  rcases eq_or_ne i k with rfl | h
  · simp [ha]
  · simp [Pi.single_eq_of_ne h]
```

At this vertex the mean slope is $m=\sum_j c_jg_j=g_k$. The condition holds for $i=k$ because $g_k=m$, and for $i\neq k$ because $t_i=0$. The theorem covers every $a\neq0$ and every $f$ differentiable at the vertex.

```lean
/-- Every simplex vertex is a stationary point in the parameters, for every model energy
differentiable there. -/
theorem vertex_stationary {f : (ι → ℝ) → ℝ} (k : ι) {a : ℝ} (ha : a ≠ 0)
    (hf : DifferentiableAt ℝ f (Pi.single k 1)) :
    HasFDerivAt (fun s => f (mixCoeff s)) (0 : (ι → ℝ) →L[ℝ] ℝ) (Pi.single k a) := by
  have ht : (Pi.single k a : ι → ℝ) ≠ 0 := by simpa using ha
  rw [stationary_iff ht (by rwa [mixCoeff_single k ha])]
  intro i
  rcases eq_or_ne i k with rfl | h
  · right
    rw [mixCoeff_single i ha]
    exact fderiv_eq_sum f (Pi.single i 1) (Pi.single i 1)
  · left
    simp [Pi.single_eq_of_ne h]
```

## A stationary maximum

A linear model energy $f(c)=\sum_j e_jc_j$, in which the numbers $e_j$ now stand for the energies of the iterates, shows that the stationary vertex can be the worst choice available. Let $e_k$ be a highest energy and let $e_i<e_k$ for some $i$. The vertex $k$ is stationary by the previous result. For every nonzero $s$, the weights $c_j(s)$ are nonnegative and sum to one, so

$$\sum_j e_jc_j(s)\le e_k\sum_jc_j(s)=e_k .$$

The vertex $k$ is thus a global maximum over all admissible parameters, while the vertex $i$ has the strictly lower energy $e_i$. The theorem states these three facts together, with $a=1$. Membership of $c(s)$ in the simplex comes from `mixCoeff_image`, and the `calc` block is the displayed inequality. The example omits the quadratic terms of the EDIIS and ADIIS energies; `vertex_stationary` applies with them present.

```lean
/-- For the linear energy `∑ e_j c_j`, the vertex of a highest `e_k` is stationary in the
parameters although it is a maximum, and the vertex of any lower `e_i` has lower energy. -/
theorem highest_vertex_stationary {e : ι → ℝ} {i k : ι} (hk : ∀ j, e j ≤ e k)
    (hik : e i < e k) :
    HasFDerivAt (fun s => ∑ j, e j * mixCoeff s j) (0 : (ι → ℝ) →L[ℝ] ℝ) (Pi.single k 1) ∧
      (∀ s : ι → ℝ, s ≠ 0 →
        ∑ j, e j * mixCoeff s j ≤ ∑ j, e j * mixCoeff (Pi.single k 1) j) ∧
      ∑ j, e j * mixCoeff (Pi.single i 1) j < ∑ j, e j * mixCoeff (Pi.single k 1) j := by
  have hv : ∀ l, ∑ j, e j * mixCoeff (Pi.single l 1) j = e l := by
    intro l
    rw [mixCoeff_single l one_ne_zero]
    simp [Pi.single_apply]
  have hd : DifferentiableAt ℝ (fun c : ι → ℝ => ∑ j, e j * c j) (Pi.single k 1) := by
    fun_prop
  refine ⟨vertex_stationary k one_ne_zero hd, fun s hs => ?_, by rw [hv i, hv k]; exact hik⟩
  have hm : mixCoeff s ∈ stdSimplex ℝ ι := by
    rw [← mixCoeff_image]
    exact ⟨s, hs, rfl⟩
  -- a weighted average does not exceed the largest entry
  rw [hv k]
  calc ∑ j, e j * mixCoeff s j ≤ ∑ j, e k * mixCoeff s j :=
        Finset.sum_le_sum fun j _ => mul_le_mul_of_nonneg_right (hk j) (hm.1 j)
    _ = e k := by rw [← Finset.mul_sum, hm.2, mul_one]

end

end DIISSquareParametrization
```

```lean
#print axioms DIISSquareParametrization.vertex_stationary
#print axioms DIISSquareParametrization.highest_vertex_stationary
```

```
'DIISSquareParametrization.vertex_stationary' depends on axioms: [propext, Classical.choice, Quot.sound]
'DIISSquareParametrization.highest_vertex_stationary' depends on axioms: [propext, Classical.choice, Quot.sound]
```
